# For positively weighted exponential decays, the phase lifetime never exceeds the modulation lifetime

## Phase and modulation in one complex number

The phase lag and the loss of modulation, from which a lifetime is read when a luminescent sample is excited by intensity-modulated light, are treated here as the argument and the modulus of one complex number Z. For a sample with several decay times the two readings generally disagree, and the question is which is larger.

Let w be the angular frequency of the modulation (usually written ω), s the time, and exp(−i w s) the oscillating part of the excitation. The signal is scaled so that a constant excitation gives an equal signal, and its oscillating part is Z exp(−i w s). With this sign convention a phase lag between 0 and π gives Im Z > 0. If Z = m exp(iφ), then m is the modulation relative to the excitation and φ is the phase lag.

## A single decay channel

A population n with lifetime τ > 0, such as excited molecules or excess carriers at low injection, obeys

n′ = (exp(−i w s) − n)/τ,

scaled so that a constant drive of 1 gives n = 1. Inserting n = z exp(−i w s) gives −i w τ z = 1 − z, so

z = 1/(1 − i w τ) = (1 + i w τ)/(1 + w²τ²).

Hence tan φ = w τ and 1/m² − 1 = w²τ². Solving each relation for τ suggests two apparent lifetimes for a response Z with Re Z ≠ 0 and 0 < |Z| ≤ 1:

phase lifetime = Im Z/(w Re Z)

modulation lifetime = √(1/|Z|² − 1)/w

For a single decay both return τ.

## The statement for a mixture

Take finitely many channels, each a separate emitting population, with lifetimes t_i > 0 and weights f_i > 0 that sum to one, and set

Z = Σ f_i z_i, with z_i = 1/(1 − i w t_i).

The weight f_i is the fraction of the steady signal that comes from channel i. It is not the amplitude a_i of a decay after a short pulse; f_i is proportional to a_i t_i.

The theorem `phase_le_modulation` says that for w > 0 the phase lifetime of Z is at most its modulation lifetime, and that they are equal if and only if all t_i coincide. In Lean:

- `ι` is the finite set of channels, and `f` and `t` are real functions on it. The hypothesis `hsum` excludes an empty set; with one channel, equality holds.
- `component w τ` is z, `response w f t` is Z, and `I` is the imaginary unit, not an intensity.
- `phaseLifetime` and `modulationLifetime` accept any complex number, whether or not it comes from a mixture, but they represent the two formulas above only under the conditions stated there.
- `∀ i j, t i = t j` expresses that all lifetimes coincide.

The rate equation is verified for each channel separately. That the instrument-corrected signal is the weighted sum Z is an assumption about the experiment. Continuous lifetime distributions, second-order recombination and noise lie beyond this model.

Lifetimes obtained from electronic-structure rate constants can be inserted as the t_i and, together with the weights f_i, predict both readings, provided that the channels are finite in number, independent and first-order. The radiative and nonradiative rate constants of one population add up to a single 1/t_i; they are not separate channels.

## Why a mixture falls inside the semicircle

From the formula for z,

|z_i|² = 1/(1 + w²t_i²) = Re z_i.

Every single decay therefore lies on the circle of radius 1/2 about the point 1/2, in its upper half. The weighted variance of the z_i about their mean Z is

Σ f_i |z_i − Z|² = Σ f_i |z_i|² − 2 Re(Z* Σ f_i z_i) + |Z|² Σ f_i

= Re Z − 2|Z|² + |Z|²

= Re Z − |Z|²,

where Z* is the complex conjugate. The left side is nonnegative, so |Z|² ≤ Re Z.

If equality holds, every term of the variance vanishes, and since f_i > 0, every z_i equals Z. Then w t_i = Im z_i/Re z_i = Im Z/Re Z for all i, so the lifetimes coincide. Conversely, if they coincide, Z equals the common z_i, which lies on the semicircle.

## From the semicircle to the lifetimes

Write X = Re Z, Y = Im Z and Q = |Z|² = X² + Y². Both X and Y are positive, being sums of positive terms. The difference of the squared lifetimes, multiplied by w², is

(1/Q − 1) − Y²/X² = 1/Q − 1 − (Q − X²)/X²

= 1/Q − Q/X²

= (X − Q)(X + Q)/(Q X²).

Since Q ≤ X, this is nonnegative, and it vanishes exactly when Q = X. Taking square roots of nonnegative quantities and dividing by w gives the inequality. Equality means that Z is on the semicircle, hence that all lifetimes coincide.

## Equal weights with lifetimes of 1 ns and 3 ns

Let w = 1 ns⁻¹ and f_1 = f_2 = 1/2. Then

z_1 = 0.5 + 0.5 i, z_2 = 0.1 + 0.3 i, Z = 0.3 + 0.4 i.

So |Z|² = 0.25, which is below Re Z = 0.3. The phase lifetime is 0.4/0.3 ≈ 1.33 ns, and the modulation lifetime is √(4 − 1) ≈ 1.73 ns.

## A negative weight can reverse the order

Weights 2 and −1 also sum to one. With lifetimes 1 and 2 and w = 1,

Z = 2(1 + i)/2 − (1 + 2i)/5 = 4/5 + (3/5) i.

The phase lifetime is 3/4. Since |Z| = 1, the modulation lifetime is 0. The inequality therefore fails if negative weights are allowed. This example is a mathematical test, not a possible emission signal: its response to a short pulse, proportional to 2 exp(−s) − exp(−s/2)/2, becomes negative at late times. Negative weights do occur physically when an emitting state is fed by another excited state, so that its signal first rises; the negative weight then belongs to the shorter lifetime. The order can be reversed there too: weights −1 and 2 for lifetimes 1 and 2 give Z = 0.2 + 0.6 i at w = 1/2, with a phase lifetime of 6 and a modulation lifetime of about 2.45.

## The Lean file

```lean
import Mathlib

open Complex

namespace FrequencyDomainLifetimes

noncomputable section

variable {ι : Type*} [Fintype ι]

/-- Complex response at angular frequency `w` of a single exponential decay with lifetime `τ`. -/
def component (w τ : ℝ) : ℂ := 1 / (1 - I * w * τ)

/-- Response of a mixture of exponential decays with weights `f i` and lifetimes `t i`. -/
def response (w : ℝ) (f t : ι → ℝ) : ℂ := ∑ i, (f i : ℂ) * component w (t i)

/-- Apparent lifetime from the phase shift of a response `Z`, for `w` and `Z.re` nonzero. -/
def phaseLifetime (w : ℝ) (Z : ℂ) : ℝ := Z.im / (w * Z.re)

/-- Apparent lifetime from the modulation depth of a response `Z`, for `0 < w` and `0 < ‖Z‖ ≤ 1`. -/
def modulationLifetime (w : ℝ) (Z : ℂ) : ℝ := √(1 / ‖Z‖ ^ 2 - 1) / w

/-- Under the drive `exp (-i w s)`, the population `component w τ * exp (-i w s)` solves the
rate equation `n' = (drive - n) / τ`, for `τ > 0`. -/
theorem component_solves_rate_equation (w τ s : ℝ) (hτ : 0 < τ) :
    HasDerivAt (fun x : ℝ => component w τ * exp (-(I * w) * x))
      ((exp (-(I * w) * s) - component w τ * exp (-(I * w) * s)) / τ) s := by
  have h0 : HasDerivAt (fun x : ℝ => (x : ℂ)) 1 s := by
    simpa using (hasDerivAt_id s).ofReal_comp
  have hd : (1 - I * w * τ : ℂ) ≠ 0 := by
    intro h
    have := congrArg Complex.re h
    simp at this
  have hz : component w τ * (1 - I * w * τ) = 1 := div_mul_cancel₀ 1 hd
  have hτ' : (τ : ℂ) ≠ 0 := Complex.ofReal_ne_zero.2 hτ.ne'
  refine HasDerivAt.congr_deriv
    (((h0.const_mul (-(I * (w : ℂ)))).cexp).const_mul (component w τ)) ?_
  rw [eq_div_iff hτ']
  linear_combination exp (-(I * w) * s) * hz

/-- In-phase and out-of-phase parts of the response of a single exponential decay. -/
theorem component_parts (w τ : ℝ) :
    (component w τ).re = 1 / (1 + (w * τ) ^ 2) ∧
      (component w τ).im = w * τ / (1 + (w * τ) ^ 2) := by
  have hn : normSq (1 - I * w * τ) = 1 + (w * τ) ^ 2 := by
    rw [Complex.normSq_apply]
    simp
    ring
  unfold component
  rw [one_div, Complex.inv_re, Complex.inv_im, hn]
  constructor <;> simp

/-- The response `z` of a single exponential lies on the circle `|z|² = Re z`. -/
theorem component_on_semicircle (w τ : ℝ) :
    normSq (component w τ) = (component w τ).re := by
  have hp : 1 + (w * τ) ^ 2 ≠ 0 := by positivity
  rw [Complex.normSq_apply, (component_parts w τ).1, (component_parts w τ).2]
  field_simp

/-- For weights summing to one, the weighted variance of the component responses about the
total response `Z` is `Re Z - |Z|²`. -/
theorem response_variance (w : ℝ) (f t : ι → ℝ) (hsum : ∑ i, f i = 1) :
    ∑ i, f i * normSq (component w (t i) - response w f t) =
      (response w f t).re - normSq (response w f t) := by
  have hre : (response w f t).re = ∑ i, f i * (component w (t i)).re := by
    simp [response, Complex.re_sum]
  have him : (response w f t).im = ∑ i, f i * (component w (t i)).im := by
    simp [response, Complex.im_sum]
  generalize response w f t = Z at hre him ⊢
  -- expand each square and use that every component `z` satisfies `|z|² = Re z`
  have hterm : ∀ i, f i * normSq (component w (t i) - Z) =
      (1 - 2 * Z.re) * (f i * (component w (t i)).re)
        + (-2 * Z.im) * (f i * (component w (t i)).im) + normSq Z * f i := by
    intro i
    have hc := component_on_semicircle w (t i)
    rw [Complex.normSq_apply] at hc
    rw [Complex.normSq_apply, Complex.normSq_apply, Complex.sub_re, Complex.sub_im]
    linear_combination f i * hc
  rw [Finset.sum_congr rfl (fun i _ => hterm i), Finset.sum_add_distrib,
    Finset.sum_add_distrib, ← Finset.mul_sum, ← Finset.mul_sum, ← Finset.mul_sum,
    ← hre, ← him, hsum, Complex.normSq_apply]
  ring

/-- For `w > 0` and positive weights summing to one, the response `Z` of a mixture satisfies
`|Z|² ≤ Re Z`, with equality exactly when all lifetimes coincide. -/
theorem response_in_semicircle (w : ℝ) (f t : ι → ℝ) (hw : 0 < w) (hf : ∀ i, 0 < f i)
    (hsum : ∑ i, f i = 1) :
    normSq (response w f t) ≤ (response w f t).re ∧
      (normSq (response w f t) = (response w f t).re ↔ ∀ i j, t i = t j) := by
  have hv := response_variance w f t hsum
  have hnn : ∀ i ∈ Finset.univ, 0 ≤ f i * normSq (component w (t i) - response w f t) :=
    fun i _ => mul_nonneg (hf i).le (Complex.normSq_nonneg _)
  refine ⟨by linarith [Finset.sum_nonneg hnn], fun h i j => ?_, fun h => ?_⟩
  · -- zero variance: every component equals the mean
    have hz := (Finset.sum_eq_zero_iff_of_nonneg hnn).1 (by linarith)
    have hc : ∀ k, component w (t k) = response w f t := fun k =>
      sub_eq_zero.1 (Complex.normSq_eq_zero.1
        ((mul_eq_zero.1 (hz k (Finset.mem_univ k))).resolve_left (hf k).ne'))
    have him : ∀ k, (response w f t).im = w * t k * (response w f t).re := by
      intro k
      rw [← hc k, (component_parts w (t k)).1, (component_parts w (t k)).2]
      ring
    have hpos : 0 < (response w f t).re := by
      rw [← hc i, (component_parts w (t i)).1]
      positivity
    have he := mul_right_cancel₀ hpos.ne' ((him i).symm.trans (him j))
    exact mul_left_cancel₀ hw.ne' he
  · obtain ⟨i, -⟩ : (Finset.univ : Finset ι).Nonempty :=
      Finset.nonempty_of_sum_ne_zero (f := f) (by rw [hsum]; exact one_ne_zero)
    have hc : response w f t = component w (t i) := by
      unfold response
      rw [Finset.sum_congr rfl (fun j _ => by rw [h j i]), ← Finset.sum_mul,
        ← Complex.ofReal_sum, hsum, Complex.ofReal_one, one_mul]
    rw [hc, component_on_semicircle]

/-- For `w > 0` and a response `Z` with positive real and imaginary parts and `|Z|² ≤ Re Z`, the
phase lifetime is at most the modulation lifetime, with equality exactly when `|Z|² = Re Z`. -/
theorem lifetimes_of_semicircle (w : ℝ) (Z : ℂ) (hw : 0 < w) (hre : 0 < Z.re) (him : 0 < Z.im)
    (hZ : normSq Z ≤ Z.re) :
    phaseLifetime w Z ≤ modulationLifetime w Z ∧
      (phaseLifetime w Z = modulationLifetime w Z ↔ normSq Z = Z.re) := by
  have hQ : normSq Z = Z.re ^ 2 + Z.im ^ 2 := by rw [Complex.normSq_apply]; ring
  have hQpos : 0 < normSq Z := by rw [hQ]; positivity
  have hc : 0 < (Z.re + normSq Z) / (normSq Z * Z.re ^ 2) := by positivity
  -- difference of the squared lifetimes, multiplied by `w ^ 2`
  have key : 1 / normSq Z - 1 = (Z.im / Z.re) ^ 2 +
      (Z.re - normSq Z) * ((Z.re + normSq Z) / (normSq Z * Z.re ^ 2)) := by
    have hs : Z.im ^ 2 = normSq Z - Z.re ^ 2 := by linarith
    rw [div_pow, hs]
    field_simp
    ring
  have hd := mul_nonneg (sub_nonneg.2 hZ) hc.le
  have hY : 0 ≤ 1 / normSq Z - 1 := by rw [key]; positivity
  have hp : phaseLifetime w Z = Z.im / Z.re / w := by
    unfold phaseLifetime
    rw [div_div, mul_comm]
  rw [hp, modulationLifetime, Complex.sq_norm]
  refine ⟨?_, fun h => ?_, fun h => ?_⟩
  · have hle : Z.im / Z.re ≤ √(1 / normSq Z - 1) :=
      Real.le_sqrt_of_sq_le (by linarith)
    exact div_le_div_of_nonneg_right hle hw.le
  · have h1 : Z.im / Z.re = √(1 / normSq Z - 1) := by
      have h2 := congrArg (fun x => x * w) h
      simpa only [div_mul_cancel₀ _ hw.ne'] using h2
    have h3 := Real.sq_sqrt hY
    rw [← h1] at h3
    have h4 : (Z.re - normSq Z) * ((Z.re + normSq Z) / (normSq Z * Z.re ^ 2)) = 0 := by
      linarith
    linarith [(mul_eq_zero.1 h4).resolve_right hc.ne']
  · have h1 : 1 / normSq Z - 1 = (Z.im / Z.re) ^ 2 := by
      rw [key, sub_eq_zero.2 h.symm, zero_mul, add_zero]
    rw [h1, Real.sqrt_sq (by positivity)]

/-- For `w > 0`, positive weights summing to one and positive lifetimes, the phase lifetime is at
most the modulation lifetime, with equality if and only if all lifetimes coincide. -/
theorem phase_le_modulation (w : ℝ) (f t : ι → ℝ) (hw : 0 < w) (hf : ∀ i, 0 < f i)
    (hsum : ∑ i, f i = 1) (ht : ∀ i, 0 < t i) :
    phaseLifetime w (response w f t) ≤ modulationLifetime w (response w f t) ∧
      (phaseLifetime w (response w f t) = modulationLifetime w (response w f t) ↔
        ∀ i j, t i = t j) := by
  have hne : (Finset.univ : Finset ι).Nonempty :=
    Finset.nonempty_of_sum_ne_zero (f := f) (by rw [hsum]; exact one_ne_zero)
  have hre : 0 < (response w f t).re := by
    have h : (response w f t).re = ∑ i, f i * (component w (t i)).re := by
      simp [response, Complex.re_sum]
    rw [h]
    refine Finset.sum_pos (fun i _ => mul_pos (hf i) ?_) hne
    rw [(component_parts w (t i)).1]
    positivity
  have him : 0 < (response w f t).im := by
    have h : (response w f t).im = ∑ i, f i * (component w (t i)).im := by
      simp [response, Complex.im_sum]
    rw [h]
    refine Finset.sum_pos (fun i _ => mul_pos (hf i) ?_) hne
    rw [(component_parts w (t i)).2]
    have := ht i
    positivity
  obtain ⟨hle, heq⟩ := response_in_semicircle w f t hw hf hsum
  obtain ⟨h1, h2⟩ := lifetimes_of_semicircle w _ hw hre him hle
  exact ⟨h1, h2.trans heq⟩

/-- With weights `2` and `-1`, lifetimes `1` and `2` and `w = 1`, the phase lifetime is `3/4`
while the modulation lifetime is `0`. -/
theorem negative_weight_reverses_order :
    phaseLifetime 1 (response 1 ![2, -1] ![1, 2]) = 3 / 4 ∧
      modulationLifetime 1 (response 1 ![2, -1] ![1, 2]) = 0 := by
  have hre : (response 1 ![2, -1] ![1, 2]).re = 4 / 5 := by
    simp [response, Fin.sum_univ_two, (component_parts _ _).1]
    norm_num
  have him : (response 1 ![2, -1] ![1, 2]).im = 3 / 5 := by
    simp [response, Fin.sum_univ_two, (component_parts _ _).2]
    norm_num
  constructor
  · rw [phaseLifetime, hre, him]
    norm_num
  · rw [modulationLifetime, Complex.sq_norm, Complex.normSq_apply, hre, him]
    norm_num

end

end FrequencyDomainLifetimes
```

```lean
#print axioms FrequencyDomainLifetimes.component_solves_rate_equation
-- 'FrequencyDomainLifetimes.component_solves_rate_equation' depends on axioms: [propext, Classical.choice, Quot.sound]
#print axioms FrequencyDomainLifetimes.phase_le_modulation
-- 'FrequencyDomainLifetimes.phase_le_modulation' depends on axioms: [propext, Classical.choice, Quot.sound]
#print axioms FrequencyDomainLifetimes.negative_weight_reverses_order
-- 'FrequencyDomainLifetimes.negative_weight_reverses_order' depends on axioms: [propext, Classical.choice, Quot.sound]
```

## The proof in Lean

`component_solves_rate_equation` differentiates the trial solution by the chain rule. After multiplication by τ, what remains is a multiple of z(1 − i w τ) = 1, which `linear_combination` supplies. `component_parts` gives the real and imaginary parts of z, and `component_on_semicircle` deduces |z|² = Re z, with `normSq` standing for the squared modulus.

`response_variance` is the variance calculation. Its inner statement `hterm` expands one term f_i |z_i − Z|² and replaces |z_i|² by Re z_i. Summing over i then leaves only Σ f_i z_i, split into real and imaginary parts, and Σ f_i = 1. This identity uses no sign condition on the weights.

Signs enter in `response_in_semicircle`. There `hnn` records that each term of the variance is nonnegative, which gives the inequality. For equality, `Finset.sum_eq_zero_iff_of_nonneg` turns a vanishing sum into vanishing terms, and `hc` concludes that each component equals Z. The relation Im Z = w t_k Re Z, named `him`, then holds for every k; cancelling Re Z and w leaves t_i = t_j. In the converse direction, `hsum` provides a channel whose component is the whole response.

`lifetimes_of_semicircle` concerns any Z with positive real and imaginary parts and |Z|² ≤ Re Z, whether or not it comes from a mixture. The identity `key` is the difference of squares derived above. `Real.le_sqrt_of_sq_le` passes from squares to the inequality between lifetimes. If the lifetimes are equal, squaring them makes the product in `key` vanish; its second factor is positive, so |Z|² = Re Z.

`phase_le_modulation` checks that Re Z and Im Z are positive, the latter by means of t_i > 0, and joins the two preceding theorems. `negative_weight_reverses_order` computes Z for the weights 2 and −1 and evaluates both lifetimes.
